# The g-factor splitting of two mixed terms

Let two terms with real energies $E_1$, $E_2$ and g values $g_1$, $g_2$ be mixed by a complex coupling $V$. If $u$ and $w$ are normalised eigenstates with energies $a > b$, their g factors satisfy
$$g(u)-g(w)=\frac{(g_1-g_2)(E_1-E_2)}{\sqrt{(E_1-E_2)^2+4|V|^2}} .$$

Here the Hamiltonian and the g operator are
$$H=\begin{pmatrix}E_1&V\\ \bar V&E_2\end{pmatrix},\qquad G=\begin{pmatrix}g_1&0\\0&g_2\end{pmatrix},$$
and $g(u)=\langle u,Gu\rangle$. The order of $E_1$ and $E_2$ is free. A typical case is a pair of LS terms with the same $J$, such as $^3P_1$ and $^1P_1$, mixed by spin–orbit coupling. In this model, which neglects all other terms, the g factors show how far the levels have moved away from pure LS coupling, provided $g_1\neq g_2$.

## From the eigenvalue equation to the splitting

Number the components of a state from zero, so that $u_0$ is the amplitude of the first term (energy $E_1$) and $u_1$ that of the second. The equation $Hu=au$ reads
$$(a-E_1)u_0=Vu_1,\qquad (a-E_2)u_1=\bar V u_0 .$$

**Energies.** Put $K=(a-E_1)(a-E_2)-|V|^2$. Multiplying the first equation by $a-E_2$ and inserting the second gives $(a-E_1)(a-E_2)u_0=V\bar V u_0$, so $Ku_0=0$. In the same way $Ku_1=0$. Since $u\neq0$, $K=0$:
$$(a-E_1)(a-E_2)=|V|^2 .$$
The energy $b$ satisfies the same equation. Subtraction gives $(a-b)(a+b-E_1-E_2)=0$, and because $a\ne b$,
$$a+b=E_1+E_2 .$$
Hence $a-b=2a-E_1-E_2=(a-E_1)+(a-E_2)$. Squaring, with $(x+y)^2=(x-y)^2+4xy$, gives
$$(a-b)^2=(E_1-E_2)^2+4|V|^2 ,$$
and $a>b$ selects the positive root.

**Weights.** Multiply the first component equation by $\bar u_0$ and the second by $\bar u_1$. The right-hand sides, $V\bar u_0u_1$ and $\bar Vu_0\bar u_1$, are complex conjugates, while the left-hand sides are real. They are therefore equal:
$$(a-E_1)|u_0|^2=(a-E_2)|u_1|^2 .$$
With $|u_1|^2=1-|u_0|^2$ this becomes
$$|u_0|^2(2a-E_1-E_2)=a-E_2 .$$
By the energy sum, the bracket is $a-b$ for the upper level and $-(a-b)$ for the lower one:
$$|u_0|^2(a-b)=a-E_2,\qquad -|w_0|^2(a-b)=b-E_2 .$$
Adding these gives $(|u_0|^2-|w_0|^2)(a-b)=a+b-2E_2=E_1-E_2$. Subtracting them gives $|u_0|^2+|w_0|^2=1$.

**The g factors.** For a normalised state, $g(u)=g_1|u_0|^2+g_2|u_1|^2=g_2+(g_1-g_2)|u_0|^2$. The difference of the two g factors is thus $(g_1-g_2)(|u_0|^2-|w_0|^2)$, which is the stated formula. Their sum is $2g_2+(g_1-g_2)=g_1+g_2$.

**The coupling.** Squaring the splitting formula and replacing $(E_1-E_2)^2$ by $(a-b)^2-4|V|^2$ gives
$$4|V|^2(g_1-g_2)^2=(a-b)^2\left[(g_1-g_2)^2-(g(u)-g(w))^2\right].$$
When $g_1\neq g_2$, this determines $|V|$ from the gap, the g factors of the two levels and the unmixed values $g_1$, $g_2$, but not the phase of $V$. If also $V\neq0$, the left side is positive, so $|g(u)-g(w)|<|g_1-g_2|$.

## A pair of levels at 25 and 0

Take $E_1=16$, $E_2=9$, $V=12i$ in some energy unit. The gap is $\sqrt{7^2+4\cdot 144}=25$ and the energy sum is $25$, so the levels lie at $25$ and $0$. Normalised eigenstates are
$$u=\left(\tfrac45,-\tfrac35i\right),\qquad w=\left(\tfrac35,\tfrac45i\right).$$
With $g_1=1$ and $g_2=\tfrac32$, the LS values of $^1P_1$ and $^3P_1$ when the spin g factor is taken as 2,
$$g(u)=0.64+\tfrac32\cdot0.36=1.18,\qquad g(w)=0.36+\tfrac32\cdot0.64=1.32 .$$
The difference is $-0.14=-\tfrac12\cdot\tfrac7{25}$, as the formula requires, and the sum is $2.5$.

## Dropping the condition on the energies

Suppose the condition $b<a$ is removed. Take $E_1=1$, $E_2=0$, $V=0$, and let both $u$ and $w$ be the state $(1,0)$, with $a=b=1$. Then $g(u)-g(w)=0$, while the right-hand side is $g_1-g_2$. The sum rule fails as well if $g_1\neq g_2$, since the sum is $2g_1$. The reason is that one state has been used twice. For two orthogonal normalised states the g factors always add up to $g_1+g_2$, the trace of $G$, even when the energies coincide.

## The formal development

States are functions `Fin 2 → ℂ`, that is, vectors in $\mathbb C^2$.

In Lean 4 with Mathlib:

```lean
import Mathlib

open Matrix
open scoped ComplexConjugate

namespace IntermediateCouplingG

noncomputable section
```

The Hamiltonian has real diagonal entries and conjugate off-diagonal ones, so it is Hermitian by construction.

```lean
/-- The Hamiltonian of two terms with energies `E1`, `E2` mixed by a complex coupling `V`. -/
def hamiltonian (E1 E2 : ℝ) (V : ℂ) : Matrix (Fin 2) (Fin 2) ℂ :=
  !![(E1 : ℂ), V; conj V, (E2 : ℂ)]
```

The g operator is diagonal by assumption. This stands for the fact that $L_z$ and $S_z$ do not connect terms that differ in $L$ or $S$; the g values themselves are free real parameters.

```lean
/-- The g operator, diagonal in the two unmixed terms. -/
def gMatrix (g1 g2 : ℝ) : Matrix (Fin 2) (Fin 2) ℂ :=
  !![(g1 : ℂ), 0; 0, (g2 : ℂ)]
```

The expectation value is written with `star u`, the conjugated vector. Taking the real part makes it a real number and loses nothing, because $G$ is Hermitian. There is no division by the norm, so the definition is the physical g factor only for normalised states.

```lean
/-- The real part of `⟨u, G u⟩` for the g operator `G`, without division by the norm. For a
normalised `u` this is the g factor of the state. -/
def gFactor (g1 g2 : ℝ) (u : Fin 2 → ℂ) : ℝ :=
  (star u ⬝ᵥ (gMatrix g1 g2 *ᵥ u)).re
```

A level is a state with a real energy `a`, subject to two conditions: `unit` is normalisation and `eig` is the eigenvalue equation. The theorems below take two levels as given and do not construct them for general parameters.

```lean
/-- `u` is a normalised eigenstate of the mixing Hamiltonian with energy `a`. -/
structure IsLevel (E1 E2 : ℝ) (V : ℂ) (a : ℝ) (u : Fin 2 → ℂ) : Prop where
  unit : star u ⬝ᵥ u = 1
  eig : hamiltonian E1 E2 V *ᵥ u = (a : ℂ) • u
```

The first lemma turns normalisation into $|u_0|^2+|u_1|^2=1$ by taking the real part of `unit`.

```lean
variable {E1 E2 a b : ℝ} {V : ℂ} {u w : Fin 2 → ℂ}

/-- The weights of the two terms in a level add up to one. -/
theorem IsLevel.weights_add (hu : IsLevel E1 E2 V a u) :
    ‖u 0‖ ^ 2 + ‖u 1‖ ^ 2 = 1 := by
  have h := congrArg Complex.re hu.unit
  simp only [dotProduct, Fin.sum_univ_two, Pi.star_apply, Complex.star_def, Complex.add_re,
    Complex.mul_re, Complex.conj_re, Complex.conj_im, Complex.one_re] at h
  rw [Complex.sq_norm, Complex.sq_norm, Complex.normSq_apply, Complex.normSq_apply]
  linarith
```

Next, the matrix equation is read off row by row.

```lean
/-- The eigenvalue equation of a level, written out in its two components. -/
theorem IsLevel.components (hu : IsLevel E1 E2 V a u) :
    (E1 : ℂ) * u 0 + V * u 1 = a * u 0 ∧ conj V * u 0 + (E2 : ℂ) * u 1 = a * u 1 := by
  have h0 := congrFun hu.eig 0
  have h1 := congrFun hu.eig 1
  constructor
  · simpa [hamiltonian, Matrix.mulVec, dotProduct, Fin.sum_univ_two] using h0
  · simpa [hamiltonian, Matrix.mulVec, dotProduct, Fin.sum_univ_two] using h1
```

The secular equation is proved by contradiction. If $K\neq0$, then $Ku_0=0$ and $Ku_1=0$ force both components to vanish, against normalisation. The two `linear_combination` steps carry out the elimination described above.

```lean
/-- The energy of a level solves the secular equation. -/
theorem IsLevel.secular (hu : IsLevel E1 E2 V a u) :
    (a - E1) * (a - E2) = ‖V‖ ^ 2 := by
  obtain ⟨h0, h1⟩ := hu.components
  have hV : V * conj V = ((‖V‖ ^ 2 : ℝ) : ℂ) := by
    rw [Complex.mul_conj, Complex.sq_norm]
  by_contra hne
  have hK : (((a - E1) * (a - E2) - ‖V‖ ^ 2 : ℝ) : ℂ) ≠ 0 :=
    Complex.ofReal_ne_zero.mpr (sub_ne_zero.mpr hne)
  rw [Complex.ofReal_sub, ← hV] at hK
  push_cast at hK
  -- the secular determinant annihilates both components
  have k0 : u 0 = 0 := by
    apply (mul_eq_zero.mp _).resolve_left hK
    linear_combination (-(a - E2 : ℂ)) * h0 - V * h1
  have k1 : u 1 = 0 := by
    apply (mul_eq_zero.mp _).resolve_left hK
    linear_combination (-(a - E1 : ℂ)) * h1 - conj V * h0
  have hn := hu.weights_add
  simp [k0, k1] at hn
```

For the weight of the first term, the component equations are split into real and imaginary parts. The intermediate statement `bal` is the equality $(a-E_1)|u_0|^2=(a-E_2)|u_1|^2$; its `linear_combination` amounts to multiplying by $\bar u_0$ and $\bar u_1$ and comparing real parts. Normalisation then removes $|u_1|^2$.

```lean
/-- A relation between the weight of the first term in a level and the energy of that level. -/
theorem IsLevel.weight (hu : IsLevel E1 E2 V a u) :
    ‖u 0‖ ^ 2 * (2 * a - E1 - E2) = a - E2 := by
  obtain ⟨h0, h1⟩ := hu.components
  have r0 := congrArg Complex.re h0
  have i0 := congrArg Complex.im h0
  have r1 := congrArg Complex.re h1
  have i1 := congrArg Complex.im h1
  simp only [Complex.add_re, Complex.add_im, Complex.mul_re, Complex.mul_im, Complex.ofReal_re,
    Complex.ofReal_im, Complex.conj_re, Complex.conj_im] at r0 i0 r1 i1
  -- both components carry the same coupling energy
  have bal : (a - E1) * ‖u 0‖ ^ 2 = (a - E2) * ‖u 1‖ ^ 2 := by
    rw [Complex.sq_norm, Complex.sq_norm, Complex.normSq_apply, Complex.normSq_apply]
    linear_combination (-(u 0).re) * r0 - (u 0).im * i0 + (u 1).re * r1 + (u 1).im * i1
  linear_combination bal + (a - E2) * hu.weights_add
```

The energy sum follows by subtracting the secular equations and cancelling $a-b$, which is nonzero by `hab`. The same hypothesis gives the sign needed to take the square root.

```lean
/-- Two levels of different energy conserve the energy sum, and their gap is
`√((E1 - E2)² + 4|V|²)`. -/
theorem level_gap (hu : IsLevel E1 E2 V a u) (hw : IsLevel E1 E2 V b w) (hab : b < a) :
    a + b = E1 + E2 ∧ a - b = √((E1 - E2) ^ 2 + 4 * ‖V‖ ^ 2) := by
  have ha := hu.secular
  have hb := hw.secular
  have hs : a + b = E1 + E2 := by
    apply mul_left_cancel₀ (sub_ne_zero.mpr hab.ne')
    linear_combination ha - hb
  refine ⟨hs, ?_⟩
  have hsq : (E1 - E2) ^ 2 + 4 * ‖V‖ ^ 2 = (a - b) ^ 2 := by
    have hb' : b = E1 + E2 - a := by linarith
    rw [hb']
    linear_combination (-4) * ha
  rw [hsq, Real.sqrt_sq (by linarith)]
```

Next, `gFactor` is expressed through the squared moduli of the two components, for any vector, normalised or not. For a normalised state these are the weights of the two terms.

```lean
/-- `gFactor` is the sum of `g1` and `g2`, each multiplied by the squared modulus of the
corresponding component of the vector. -/
theorem gFactor_eq (g1 g2 : ℝ) (u : Fin 2 → ℂ) :
    gFactor g1 g2 u = g1 * ‖u 0‖ ^ 2 + g2 * ‖u 1‖ ^ 2 := by
  rw [Complex.sq_norm, Complex.sq_norm, Complex.normSq_apply, Complex.normSq_apply]
  simp [gFactor, gMatrix, Matrix.mulVec, dotProduct, Fin.sum_univ_two]
  ring
```

In the main theorem the square root is replaced by the gap $a-b$ and the denominator is cleared. The statement `hp` is the difference of the two first-term weights, and the last line inserts it into the g factors.

```lean
/-- The g factors of the upper and lower level differ by
`(g1 - g2)(E1 - E2) / √((E1 - E2)² + 4|V|²)`. -/
theorem g_splitting (g1 g2 : ℝ) (hu : IsLevel E1 E2 V a u) (hw : IsLevel E1 E2 V b w)
    (hab : b < a) :
    gFactor g1 g2 u - gFactor g1 g2 w
      = (g1 - g2) * (E1 - E2) / √((E1 - E2) ^ 2 + 4 * ‖V‖ ^ 2) := by
  obtain ⟨hs, hgap⟩ := level_gap hu hw hab
  rw [← hgap, eq_div_iff (sub_ne_zero.mpr hab.ne'), gFactor_eq, gFactor_eq]
  -- difference of the weights of the first term
  have hp : (‖u 0‖ ^ 2 - ‖w 0‖ ^ 2) * (a - b) = E1 - E2 := by
    linear_combination hu.weight + hw.weight + (1 - ‖u 0‖ ^ 2 - ‖w 0‖ ^ 2) * hs
  linear_combination (g1 - g2) * hp + g2 * (a - b) * (hu.weights_add - hw.weights_add)
```

The sum rule uses the same weight equations, subtracted instead of added. Its `hp` says that the two first-term weights add up to one.

```lean
/-- The g sum rule: mixing leaves the sum of the two g factors unchanged. -/
theorem g_sum_rule (g1 g2 : ℝ) (hu : IsLevel E1 E2 V a u) (hw : IsLevel E1 E2 V b w)
    (hab : b < a) :
    gFactor g1 g2 u + gFactor g1 g2 w = g1 + g2 := by
  obtain ⟨hs, -⟩ := level_gap hu hw hab
  have hp : ‖u 0‖ ^ 2 + ‖w 0‖ ^ 2 = 1 := by
    apply mul_left_cancel₀ (sub_ne_zero.mpr hab.ne')
    linear_combination hu.weight - hw.weight + (‖w 0‖ ^ 2 - ‖u 0‖ ^ 2) * hs
  rw [gFactor_eq, gFactor_eq]
  linear_combination (g1 - g2) * hp + g2 * (hu.weights_add + hw.weights_add)
```

The relation for the coupling is stated in squared form, which avoids dividing by $g_1-g_2$. It therefore also holds for $g_1=g_2$, where both sides vanish and it carries no information on $V$.

```lean
/-- A relation between the coupling strength, the energy gap and the g factors of the two
levels. -/
theorem coupling_from_g (g1 g2 : ℝ) (hu : IsLevel E1 E2 V a u) (hw : IsLevel E1 E2 V b w)
    (hab : b < a) :
    4 * ‖V‖ ^ 2 * (g1 - g2) ^ 2
      = (a - b) ^ 2 * ((g1 - g2) ^ 2 - (gFactor g1 g2 u - gFactor g1 g2 w) ^ 2) := by
  obtain ⟨-, hgap⟩ := level_gap hu hw hab
  have h := g_splitting g1 g2 hu hw hab
  rw [← hgap, eq_div_iff (sub_ne_zero.mpr hab.ne')] at h
  have hsq : (a - b) ^ 2 = (E1 - E2) ^ 2 + 4 * ‖V‖ ^ 2 := by
    rw [hgap, Real.sq_sqrt (by positivity)]
  linear_combination (-(g1 - g2) ^ 2) * hsq +
    ((gFactor g1 g2 u - gFactor g1 g2 w) * (a - b) + (g1 - g2) * (E1 - E2)) * h
```

Strict reduction follows from the sign of that relation: its left side is positive when $V\neq0$ and $g_1\neq g_2$, so the bracket on the right is positive too.

```lean
/-- A nonzero coupling between terms of different g strictly reduces the size of the
g splitting. -/
theorem g_splitting_reduced {g1 g2 : ℝ} (hu : IsLevel E1 E2 V a u) (hw : IsLevel E1 E2 V b w)
    (hab : b < a) (hV : V ≠ 0) (hg : g1 ≠ g2) :
    |gFactor g1 g2 u - gFactor g1 g2 w| < |g1 - g2| := by
  have h := coupling_from_g g1 g2 hu hw hab
  have hV' : 0 < ‖V‖ := norm_pos_iff.mpr hV
  have hg' : 0 < (g1 - g2) ^ 2 := sq_pos_of_ne_zero (sub_ne_zero.mpr hg)
  have hpos : 0 < 4 * ‖V‖ ^ 2 * (g1 - g2) ^ 2 := by positivity
  rw [h] at hpos
  exact sq_lt_sq.mp (sub_pos.mp (pos_of_mul_pos_right hpos (sq_nonneg (a - b))))
```

The last theorem confirms the two levels of the numerical example, with their imaginary coupling. The normalisation condition and each component of the eigenvalue equation are split into real and imaginary parts and checked.

```lean
/-- Terms at energies 16 and 9 with the imaginary coupling `12 i` have the two explicit levels
shown, at energies 25 and 0. -/
theorem isLevel_witness :
    IsLevel 16 9 (12 * Complex.I) 25 ![4 / 5, -(3 / 5) * Complex.I] ∧
      IsLevel 16 9 (12 * Complex.I) 0 ![3 / 5, 4 / 5 * Complex.I] := by
  refine ⟨⟨?_, ?_⟩, ⟨?_, ?_⟩⟩
  · apply Complex.ext <;>
      simp only [dotProduct, Fin.sum_univ_two, Pi.star_apply, Complex.star_def, Complex.add_re,
        Complex.add_im, Complex.mul_re, Complex.mul_im, Complex.conj_re, Complex.conj_im] <;>
      simp
    norm_num
  · funext i
    fin_cases i <;> apply Complex.ext <;>
      simp [hamiltonian, Matrix.mulVec, dotProduct, Fin.sum_univ_two] <;> norm_num
  · apply Complex.ext <;>
      simp only [dotProduct, Fin.sum_univ_two, Pi.star_apply, Complex.star_def, Complex.add_re,
        Complex.add_im, Complex.mul_re, Complex.mul_im, Complex.conj_re, Complex.conj_im] <;>
      simp
    norm_num
  · funext i
    fin_cases i <;> apply Complex.ext <;>
      simp [hamiltonian, Matrix.mulVec, dotProduct, Fin.sum_univ_two] <;> norm_num

end

end IntermediateCouplingG
```

```lean
#print axioms IntermediateCouplingG.g_sum_rule
#print axioms IntermediateCouplingG.g_splitting_reduced
```

```
'IntermediateCouplingG.g_sum_rule' depends on axioms: [propext, Classical.choice, Quot.sound]
'IntermediateCouplingG.g_splitting_reduced' depends on axioms: [propext, Classical.choice, Quot.sound]
```
